# The partial Hessian as an upper bound on the classical adsorption term of a stable harmonic system with unchanged surface block

A vibrational adsorption term is a difference, so it needs a reference for the surface without its adsorbate. Here the reference is the surface block $C$ of the coupled system's own force-constant matrix

$$\Phi=\begin{pmatrix}A&B\\B^T&C\end{pmatrix},$$

where $A$ is the adsorbate block and $B$ the coupling. The free energy is classical and harmonic, with $k_B=1$, and only its dependence on the force constants is kept: $F(H)=\tfrac T2\ln\det H$ at temperature $T$. The omitted mass and temperature constants, and the contribution of the free adsorbate, which is left out too, are the same in the two quantities compared, the full term $F(\Phi)-F(C)$ and the partial-Hessian value $F(A)$.

```lean
import Mathlib

open Matrix

namespace PartialHessianAdsorption

noncomputable section

variable {m n : Type*} [Fintype m] [DecidableEq m] [Fintype n] [DecidableEq n]
```

The types `m` and `n` index the adsorbate and surface coordinates. They are arbitrary finite sets, possibly empty; in the general matrix lemmas `n` is any finite index set.

```lean
/-- The part of the classical harmonic free energy that depends on the force constants `H`,
`(T/2) ln det H` with `k_B = 1`, for positive definite `H`. -/
def vibFreeEnergy (T : ℝ) (H : Matrix n n ℝ) : ℝ := T / 2 * Real.log H.det

/-- Force constants of adsorbate plus surface: adsorbate block `A`, surface block `C`,
coupling `B`. -/
def fullHessian (A : Matrix m m ℝ) (B : Matrix m n ℝ) (C : Matrix n n ℝ) :
    Matrix (m ⊕ n) (m ⊕ n) ℝ := fromBlocks A B Bᵀ C

/-- The full vibrational adsorption term: free energy of the coupled system minus that of the
surface block, for a positive definite full Hessian. -/
def adsorptionTerm (T : ℝ) (A : Matrix m m ℝ) (B : Matrix m n ℝ) (C : Matrix n n ℝ) : ℝ :=
  vibFreeEnergy T (fullHessian A B C) - vibFreeEnergy T C
```

Two more quantities enter the derivation: the relaxed Hessian $S=A-P$ with $P=BC^{-1}B^T$, and the coupling strength $\kappa=\operatorname{tr}(S^{-1}P)$.

```lean
/-- Force constants felt by the adsorbate when the surface relaxes, for positive definite `C`. -/
def relaxedHessian (A : Matrix m m ℝ) (B : Matrix m n ℝ) (C : Matrix n n ℝ) :
    Matrix m m ℝ := A - B * C⁻¹ * Bᵀ

/-- Softening of the adsorbate by the surface, measured relative to the relaxed Hessian, for a
positive definite full Hessian. -/
def couplingStrength (A : Matrix m m ℝ) (B : Matrix m n ℝ) (C : Matrix n n ℝ) : ℝ :=
  ((relaxedHessian A B C)⁻¹ * (B * C⁻¹ * Bᵀ)).trace
```

## The same surface block before and after adsorption

Physically, this assumes that adsorption leaves the whole surface block unchanged, including its diagonal entries. Unchanged springs between the surface atoms are not enough, because a spring from the adsorbate to a surface atom also contributes to that atom's diagonal block. By hand, the assumption lets $\det C$ cancel from $\det\Phi/\det C$. In Lean it is built into `adsorptionTerm`, which uses one `C` twice, and the cancellation happens in `adsorptionTerm_eq`.

If the clean surface has a different positive definite block $C_0$, the full term gains $\tfrac T2\ln(\det C/\det C_0)$, which can have either sign. With $A=1$, $B=0$, $C=2$ and $C_0=1$, the full term is $\tfrac T2\ln2$ and, for $T>0$, exceeds the partial value, zero. A single spring $k>0$ from the adsorbate to a surface atom that is itself held by a spring $c>0$ gives $A=k$, $B=-k$, $C=c+k$ and $C_0=c$. The full term against $C_0$ is then $\tfrac T2\ln k$, exactly the partial value, although $B\ne0$.

## A positive definite full Hessian

The hypothesis `(fullHessian A B C).PosDef` says that $\Phi$ is symmetric and that every nonzero displacement costs energy: the structure is a strict harmonic minimum. A slab free to translate does not satisfy it, since its translations are zero modes.

**Modes and whitening.** A positive semidefinite $S$ has orthogonal modes, $S=UDU^T$ with entries $d_i\ge0$ in the diagonal matrix $D$. If $\det S\ne0$, every $d_i$ is positive, and $R=UD^{-1/2}$ gives $R^TSR=1$ and $S^{-1}=RR^T$. The first lemma takes the modes from Mathlib's spectral theorem; the second rescales them. Despite the name `normal_modes`, these are eigenvectors of the force-constant matrix itself. With unequal masses they need not be the vibrational normal modes, which come from the mass-weighted matrix. The determinant argument needs only the former.

```lean
/-- A positive semidefinite Hessian has orthogonal modes with nonnegative force constants. -/
theorem normal_modes {S : Matrix n n ℝ} (hS : S.PosSemidef) :
    ∃ (U : Matrix n n ℝ) (d : n → ℝ),
      (∀ i, 0 ≤ d i) ∧ Uᵀ * U = 1 ∧ S = U * diagonal d * Uᵀ := by
  refine ⟨hS.isHermitian.eigenvectorUnitary, hS.isHermitian.eigenvalues,
    hS.eigenvalues_nonneg, ?_, ?_⟩
  · have h := mem_unitaryGroup_iff'.mp hS.isHermitian.eigenvectorUnitary.2
    rwa [star_eq_conjTranspose, conjTranspose_eq_transpose_of_trivial] at h
  · simpa only [RCLike.ofReal_real_eq_id, Function.id_comp, Unitary.conjStarAlgAut_apply,
      Unitary.coe_star, star_eq_conjTranspose, conjTranspose_eq_transpose_of_trivial]
      using hS.isHermitian.spectral_theorem

/-- A nonsingular positive semidefinite Hessian becomes the identity in suitable coordinates
`R`, and its inverse is `R Rᵀ`. -/
theorem whitening {S : Matrix n n ℝ} (hS : S.PosSemidef) (hdet : S.det ≠ 0) :
    ∃ R : Matrix n n ℝ, Rᵀ * S * R = 1 ∧ S⁻¹ = R * Rᵀ := by
  obtain ⟨U, d, hd, hU, h⟩ := normal_modes hS
  have hpos : ∀ i, 0 < d i := fun i => lt_of_le_of_ne (hd i) fun h0 => hdet (by
    rw [h, det_mul, det_mul, det_diagonal, Finset.prod_eq_zero (Finset.mem_univ i) h0.symm]
    ring)
  have key : ∀ s x : ℝ, s ≠ 0 → s * s = x → s⁻¹ * x * s⁻¹ = 1 := by
    rintro s _ hs rfl
    field_simp
  -- rescale every mode by the inverse root of its force constant
  obtain ⟨G, hGt, hG⟩ : ∃ G : Matrix n n ℝ, Gᵀ = G ∧ G * diagonal d * G = 1 := by
    refine ⟨diagonal fun i => (√(d i))⁻¹, diagonal_transpose _, ?_⟩
    rw [diagonal_mul_diagonal, diagonal_mul_diagonal, ← diagonal_one]
    congr 1
    funext i
    exact key _ _ (Real.sqrt_pos.2 (hpos i)).ne' (Real.mul_self_sqrt (hd i))
  have hR : (U * G)ᵀ * S * (U * G) = 1 := by
    calc (U * G)ᵀ * S * (U * G) = G * (Uᵀ * U) * diagonal d * (Uᵀ * U) * G := by
          rw [h, transpose_mul, hGt]
          simp only [Matrix.mul_assoc]
      _ = 1 := by rw [hU, mul_one, mul_one, hG]
  refine ⟨U * G, hR, inv_eq_left_inv ?_⟩
  rw [Matrix.mul_assoc]
  exact mul_eq_one_comm.mp hR
```

**The determinant inequality.** Let $Q$ be positive semidefinite with eigenvalues $q_i\ge0$. Then

$$\det(1+Q)=\prod_i(1+q_i)\ge1+\sum_iq_i=1+\operatorname{tr}Q,$$

because the remaining terms of the expanded product are nonnegative. Lean proves this by induction over the set of modes, with `nlinarith` discarding the higher products.

```lean
/-- Adding positive semidefinite force constants `Q` to unit springs raises the determinant
from one to at least `1 + tr Q`. -/
theorem one_add_trace_le_det {Q : Matrix n n ℝ} (hQ : Q.PosSemidef) :
    1 + Q.trace ≤ (1 + Q).det := by
  obtain ⟨U, d, hd, hU, h⟩ := normal_modes hQ
  have hU' : U * Uᵀ = 1 := mul_eq_one_comm.mp hU
  have h1 : 1 + Q = U * diagonal (fun i => 1 + d i) * Uᵀ := by
    have e : diagonal (fun i => 1 + d i) = 1 + diagonal d := by
      rw [← diagonal_one, diagonal_add]
    rw [e, mul_add, add_mul, mul_one, hU', ← h]
  have hu : U.det * U.det = 1 := by
    have := congrArg det hU
    rwa [det_mul, det_transpose, det_one] at this
  have h2 : (1 + Q).det = ∏ i, (1 + d i) := by
    rw [h1, det_mul, det_mul, det_transpose, det_diagonal]
    linear_combination (∏ i, (1 + d i)) * hu
  have h3 : Q.trace = ∑ i, d i := by
    rw [h, trace_mul_comm, ← Matrix.mul_assoc, hU, one_mul, trace_diagonal]
  -- expand the product over modes and keep the terms of first order
  have h4 : ∀ s : Finset n, 1 + ∑ i ∈ s, d i ≤ ∏ i ∈ s, (1 + d i) := by
    intro s
    induction s using Finset.induction_on with
    | empty => simp
    | insert a s ha ih =>
      rw [Finset.sum_insert ha, Finset.prod_insert ha]
      have hs : 0 ≤ ∑ i ∈ s, d i := Finset.sum_nonneg fun i _ => hd i
      nlinarith [mul_le_mul_of_nonneg_left ih (hd a), mul_nonneg (hd a) hs]
  rw [h2, h3]
  exact h4 Finset.univ
```

Now let $P$ be positive semidefinite. Then $Q=R^TPR$ is positive semidefinite too. Since $R^T(S+P)R=1+Q$ and $(\det R)^2\det S=1$,

$$\det(S+P)=\det S\,\det(1+Q)\ge\det S\,\bigl(1+\operatorname{tr}(S^{-1}P)\bigr),$$

where $\operatorname{tr}Q=\operatorname{tr}(RR^TP)$ by cyclicity. In the lemma, `h2` is the identity for $1+Q$, `h3` the one for the trace and `h4` the one for $\det R$.

```lean
/-- Stiffening a nonsingular positive semidefinite Hessian `S` by a positive semidefinite `P`
multiplies its determinant by at least `1 + tr (S⁻¹ P)`. -/
theorem det_stiffening {S P : Matrix n n ℝ} (hS : S.PosSemidef) (hdet : 0 < S.det)
    (hP : P.PosSemidef) : S.det * (1 + (S⁻¹ * P).trace) ≤ (S + P).det := by
  obtain ⟨R, hR, hinv⟩ := whitening hS hdet.ne'
  have hQ : (Rᵀ * P * R).PosSemidef := by
    simpa only [conjTranspose_eq_transpose_of_trivial] using hP.conjTranspose_mul_mul_same R
  have h1 := one_add_trace_le_det hQ
  have h2 : 1 + Rᵀ * P * R = Rᵀ * (S + P) * R := by rw [mul_add, add_mul, hR]
  have h3 : (Rᵀ * P * R).trace = (S⁻¹ * P).trace := by
    rw [hinv, trace_mul_comm, ← Matrix.mul_assoc]
  have h4 : R.det * S.det * R.det = 1 := by
    have := congrArg det hR
    rwa [det_mul, det_mul, det_transpose, det_one] at this
  rw [h2, h3, det_mul, det_mul, det_transpose] at h1
  calc S.det * (1 + (S⁻¹ * P).trace) ≤ S.det * (R.det * (S + P).det * R.det) :=
        mul_le_mul_of_nonneg_left h1 hdet.le
    _ = (S + P).det := by linear_combination (S + P).det * h4
```

**Relaxing the surface.** Displacing surface atoms only shows that $C$ is positive definite. For an adsorbate displacement $x$, the energy $\tfrac12x^TAx+x^TBy+\tfrac12y^TCy$ is minimal at the surface displacement $y=-C^{-1}B^Tx$, where it equals $\tfrac12x^TSx$. Hence $S$ is positive definite. The factorisation

$$\Phi=\begin{pmatrix}1&BC^{-1}\\0&1\end{pmatrix}\begin{pmatrix}S&0\\0&C\end{pmatrix}\begin{pmatrix}1&0\\C^{-1}B^T&1\end{pmatrix}$$

gives $\det\Phi=\det C\,\det S$.

The central Mathlib device here is `PosDef.fromBlocks₂₂`. For positive definite $C$, it states that the block matrix is positive semidefinite if and only if $S$ is. This replaces the minimisation over $y$, but it loses strictness. The determinant restores it: $\det\Phi$ and $\det C$ are positive, so $\det S$ is too. That is why `whitening` asks for a semidefinite matrix with nonzero determinant.

```lean
variable {A : Matrix m m ℝ} {B : Matrix m n ℝ} {C : Matrix n n ℝ}

/-- If the full Hessian is positive definite, so is the surface block; the relaxed Hessian is
positive semidefinite with positive determinant, and the full determinant factorises. -/
theorem relaxed_stable (h : (fullHessian A B C).PosDef) :
    C.PosDef ∧ (relaxedHessian A B C).PosSemidef ∧ 0 < (relaxedHessian A B C).det ∧
      (fullHessian A B C).det = C.det * (relaxedHessian A B C).det := by
  have hC : C.PosDef := by
    rw [posDef_iff_dotProduct_mulVec]
    refine ⟨(isHermitian_fromBlocks_iff.mp h.isHermitian).2.2.2, fun y hy => ?_⟩
    -- displace surface atoms only
    have hne : (Sum.elim 0 y : m ⊕ n → ℝ) ≠ 0 :=
      fun e => hy (funext fun i => congrFun e (Sum.inr i))
    have := h.dotProduct_mulVec_pos hne
    simpa [fullHessian, fromBlocks_mulVec, dotProduct, Fintype.sum_sum_type] using this
  let := C.invertibleOfIsUnitDet (isUnit_iff_ne_zero.mpr hC.det_pos.ne')
  have hS : (relaxedHessian A B C).PosSemidef := by
    have h' := h.posSemidef
    rw [fullHessian, ← conjTranspose_eq_transpose_of_trivial, PosDef.fromBlocks₂₂ A B hC] at h'
    rwa [conjTranspose_eq_transpose_of_trivial] at h'
  have hdet : (fullHessian A B C).det = C.det * (relaxedHessian A B C).det := by
    rw [fullHessian, det_fromBlocks₂₂, invOf_eq_nonsing_inv, relaxedHessian]
  exact ⟨hC, hS, pos_of_mul_pos_right (hdet ▸ h.det_pos) hC.det_pos.le, hdet⟩
```

Taking logarithms gives

$$F(\Phi)-F(C)=\tfrac T2\ln\frac{\det\Phi}{\det C}=\tfrac T2\ln\det S=F(S).$$

The sign of $T$ plays no part in this identity.

```lean
/-- For a positive definite full Hessian, the adsorption term is `(T/2) ln (det Φ / det C)`,
and it equals the free energy of the adsorbate with its relaxed Hessian. -/
theorem adsorptionTerm_eq (T : ℝ) (h : (fullHessian A B C).PosDef) :
    adsorptionTerm T A B C = T / 2 * Real.log ((fullHessian A B C).det / C.det) ∧
      adsorptionTerm T A B C = vibFreeEnergy T (relaxedHessian A B C) := by
  obtain ⟨hC, -, hs, hdet⟩ := relaxed_stable h
  constructor
  · rw [Real.log_div h.det_pos.ne' hC.det_pos.ne', adsorptionTerm, vibFreeEnergy, vibFreeEnergy]
    ring
  · rw [adsorptionTerm, vibFreeEnergy, vibFreeEnergy, vibFreeEnergy, hdet,
      Real.log_mul hC.det_pos.ne' hs.ne']
    ring
```

**Coupling as a sum of squares.** Whiten $C$ as well, with $C^{-1}=KK^T$, and put $M=R^TBK$. Then

$$\kappa=\operatorname{tr}(RR^TBKK^TB^T)=\operatorname{tr}(MM^T)=\sum_{i,j}M_{ij}^2.$$

Since $R$ and $K$ are invertible, $M=0$ only if $B=0$. The `calc` block recovers $B$ from $M$ explicitly.

```lean
/-- For a positive definite full Hessian, any nonzero adsorbate-surface coupling has positive
coupling strength. -/
theorem couplingStrength_pos (h : (fullHessian A B C).PosDef) (hB : B ≠ 0) :
    0 < couplingStrength A B C := by
  obtain ⟨hC, hS, hs, -⟩ := relaxed_stable h
  obtain ⟨R, -, hR⟩ := whitening hS hs.ne'
  obtain ⟨K, -, hK⟩ := whitening hC.posSemidef hC.det_pos.ne'
  -- in whitened coordinates the strength is the sum of squares of the coupling M
  obtain ⟨M, hM⟩ : ∃ M : Matrix m n ℝ, M = Rᵀ * B * K := ⟨_, rfl⟩
  have htr : couplingStrength A B C = ∑ i, ∑ j, M i j * M i j := by
    have e : couplingStrength A B C = (M * Mᵀ).trace := by
      rw [couplingStrength, hR, hK, hM, Matrix.mul_assoc R, trace_mul_comm]
      simp only [transpose_mul, transpose_transpose, Matrix.mul_assoc]
    rw [e]
    simp only [trace, diag_apply, mul_apply, transpose_apply]
  have hne : ∃ i j, M i j ≠ 0 := by
    by_contra hc
    push Not at hc
    have hM0 : M = 0 := by
      ext i j
      exact hc i j
    apply hB
    calc B = (relaxedHessian A B C * (relaxedHessian A B C)⁻¹) * B * (C⁻¹ * C) := by
          rw [mul_nonsing_inv _ (isUnit_iff_ne_zero.mpr hs.ne'),
            nonsing_inv_mul _ (isUnit_iff_ne_zero.mpr hC.det_pos.ne'),
            Matrix.one_mul, Matrix.mul_one]
      _ = relaxedHessian A B C * R * (Rᵀ * B * K) * (Kᵀ * C) := by
          rw [hR, hK]
          simp only [Matrix.mul_assoc]
      _ = 0 := by rw [← hM, hM0, Matrix.mul_zero, Matrix.zero_mul]
  obtain ⟨i, j, hij⟩ := hne
  rw [htr]
  exact Finset.sum_pos' (fun i _ => Finset.sum_nonneg fun j _ => mul_self_nonneg _)
    ⟨i, Finset.mem_univ i, Finset.sum_pos' (fun j _ => mul_self_nonneg _)
      ⟨j, Finset.mem_univ j, mul_self_pos.mpr hij⟩⟩
```

For the upper bound, symmetry and nonsingularity of $\Phi$ alone do not suffice, even with $A$ positive definite and $\det\Phi/\det C>0$. Take $A=1$, $C=-1$ and a nonzero number $B=b$. Then $\det\Phi/\det C=1+b^2$, and for $T>0$ the value $\tfrac T2\ln(1+b^2)$ lies above $F(A)=0$.

## A positive temperature

The hypothesis `0 < T` is the usual thermodynamic one. By hand, it enters when an inequality between logarithms is multiplied by $T/2$. Since $C^{-1}$ is positive definite, $P=BC^{-1}B^T$ is positive semidefinite. With $A=S+P$, the determinant inequality therefore reads $\det A\ge\det S\,(1+\kappa)$, so

$$F(A)\ge F(\Phi)-F(C)+\tfrac T2\ln(1+\kappa).$$

In Lean, `Real.log_le_log` takes the logarithm and `mul_le_mul_of_nonneg_left` multiplies by the prefactor.

```lean
/-- For a positive definite full Hessian and `T > 0`, the partial-Hessian value exceeds the full
adsorption term by at least `(T/2) ln (1 + κ)`, with `κ` the coupling strength. -/
theorem partialHessian_error {T : ℝ} (hT : 0 < T) (h : (fullHessian A B C).PosDef) :
    adsorptionTerm T A B C + T / 2 * Real.log (1 + couplingStrength A B C)
      ≤ vibFreeEnergy T A := by
  obtain ⟨hC, hS, hs, -⟩ := relaxed_stable h
  have hk : 0 ≤ couplingStrength A B C := by
    by_cases hB : B = 0
    · simp [couplingStrength, hB]
    · exact (couplingStrength_pos h hB).le
  have hP : (B * C⁻¹ * Bᵀ).PosSemidef := by
    simpa only [conjTranspose_eq_transpose_of_trivial] using
      hC.inv.posSemidef.mul_mul_conjTranspose_same B
  have hd := det_stiffening hS hs hP
  have hA : relaxedHessian A B C + B * C⁻¹ * Bᵀ = A := sub_add_cancel _ _
  rw [hA] at hd
  change (relaxedHessian A B C).det * (1 + couplingStrength A B C) ≤ A.det at hd
  have hk1 : 0 < 1 + couplingStrength A B C := by linarith
  have hl := Real.log_le_log (mul_pos hs hk1) hd
  rw [Real.log_mul hs.ne' hk1.ne'] at hl
  rw [(adsorptionTerm_eq T h).2, vibFreeEnergy, vibFreeEnergy, ← mul_add]
  exact mul_le_mul_of_nonneg_left hl (by positivity)
```

If $B\ne0$, then $\kappa>0$ and the gap is strictly positive. If $B=0$, then $S=A$ and the two values agree. The final theorem says exactly this: `adsorptionTerm T A B C ≤ vibFreeEnergy T A`, with equality if and only if `B = 0`. Its proof treats the two cases separately and uses `half_pos hT` for strictness.

```lean
/-- For a positive definite full Hessian and `T > 0`, the full classical vibrational adsorption
term is at most the partial-Hessian value, with equality exactly when the adsorbate-surface
coupling `B` vanishes. -/
theorem adsorptionTerm_le_partialHessian {T : ℝ} (hT : 0 < T)
    (h : (fullHessian A B C).PosDef) :
    adsorptionTerm T A B C ≤ vibFreeEnergy T A ∧
      (adsorptionTerm T A B C = vibFreeEnergy T A ↔ B = 0) := by
  have h0 : B = 0 → adsorptionTerm T A B C = vibFreeEnergy T A := by
    intro hB
    rw [(adsorptionTerm_eq T h).2]
    simp [relaxedHessian, hB]
  have h1 : B ≠ 0 → adsorptionTerm T A B C < vibFreeEnergy T A := by
    intro hB
    have hl : 0 < Real.log (1 + couplingStrength A B C) :=
      Real.log_pos (by linarith [couplingStrength_pos h hB])
    have := partialHessian_error hT h
    have := mul_pos (half_pos hT) hl
    linarith
  refine ⟨?_, fun e => ?_, h0⟩
  · by_cases hB : B = 0
    · exact (h0 hB).le
    · exact (h1 hB).le
  · by_contra hB
    exact (h1 hB).ne e

end

end PartialHessianAdsorption
```

```lean
#print axioms PartialHessianAdsorption.adsorptionTerm_le_partialHessian
```

```
'PartialHessianAdsorption.adsorptionTerm_le_partialHessian' depends on axioms: [propext, Classical.choice, Quot.sound]
```

At $T=0$ both values vanish for every $B$, so the inequality survives but the equality criterion fails when a nonzero coupling is present. For negative $T$ the inequality reverses.

For adsorption calculations that freeze the surface in the vibrational analysis, this fixes the sign of the resulting error within a finite, classical, harmonic model with a common surface block. Against a clean surface with its own block $C_0$, the sign is not fixed. Zero-point energy, quantum occupation of modes and anharmonicity lie beyond that model.

## Two adsorbate and two surface coordinates

Take $A=\operatorname{diag}(2,3)$ and let $B$ and $C$ both be the $2\times2$ identity. Then $P=1$, $S=\operatorname{diag}(1,2)$ and $\det\Phi=\det C\,\det S=2$.

- The full term is $\tfrac T2\ln2\approx0.347\,T$.
- The partial-Hessian value is $\tfrac T2\ln6\approx0.896\,T$.
- The error is $\tfrac T2\ln3\approx0.549\,T$.
- The coupling strength is $\kappa=1+\tfrac12=\tfrac32$, so the guaranteed error is $\tfrac T2\ln\tfrac52\approx0.458\,T$.

The bound falls short of the error because $\det(1+Q)=2\cdot\tfrac32=3$, while $1+\operatorname{tr}Q=\tfrac52$ omits the product of the two eigenvalues of $Q$.
